# Renormalized explicit Euler drives an undamped moment to the equator unless it starts along the field

## The length is right, so why does the energy drift?

I store a magnetic moment $m$ as three real components, and after every explicit Euler step I divide it by its Euclidean length, so that it stays a unit vector. The test case is one moment in a constant field $B$ with no damping, $dm/dt = m\times B$. The moment should circle around $B$ at a fixed angle forever. Its length is indeed perfect, yet $m\cdot B$ creeps towards zero, as if something were pulling the moment into the plane perpendicular to $B$. I have put no dissipation in. Is this a bug, and would a smaller step cure it?

## Renormalizing restores the length by shrinking the field component

The choice of length matters in the formal version too. There a moment is a function `Fin 3 → ℝ`, and the norm that Mathlib attaches to this type is the largest absolute component. The code therefore divides by $\sqrt{v\cdot v}$, written out explicitly, which is the length you use.

With that choice, what you see is a property of the scheme and not a bug. For every nonzero step $h$, every nonzero field and every unit starting moment $m_0$, the component $m_n\cdot B$ tends to zero exactly when $m_0\times B\neq 0$. As long as $|h||B|<1$, a smaller step slows the drift in simulated time, but it doesn't change the limit.

### The squared tangent of the polar angle grows geometrically

Let $m$ be a unit moment and let $p = m + h\,m\times B$ be the Euler update before renormalization. Since $m\times B$ is perpendicular to $m$,

$$p\cdot p = m\cdot m + 2h\,m\cdot(m\times B) + h^2|m\times B|^2 = 1 + h^2|m\times B|^2 .$$

The update is never shorter than $m$. Put $c = 1/\sqrt{p\cdot p}$, so that the new moment is $m' = c\,p$. The torque is also perpendicular to $B$, so the update leaves the field component alone and only the division changes it:

$$m'\cdot B = c\,\bigl(m\cdot B + h\,(m\times B)\cdot B\bigr) = c\,(m\cdot B).$$

For the torque, write $t = m\times B$. Then $m'\times B = c\,(t + h\,t\times B)$. The vector $t\times B$ is perpendicular to $t$ and, because $t\perp B$, has length $|t||B|$. Hence

$$|m'\times B|^2 = c^2\,(1+h^2|B|^2)\,|m\times B|^2 .$$

Now let $m_n$ be the moment after $n$ steps, with $c_n$ the factor $c$ that belongs to $m_n$. Write $z_n = m_n\cdot B$, $T_n = |m_n\times B|^2$ and $q = 1+h^2|B|^2$. The claim is

$$T_n z_0^2 = q^n\,T_0\,z_n^2 .$$

It is trivial for $n=0$. If it holds for $n$, then

$$T_{n+1}z_0^2 = c_n^2\,q\,T_n z_0^2 = c_n^2\,q^{n+1}T_0 z_n^2 = q^{n+1}T_0 z_{n+1}^2 .$$

When $z_n\neq 0$, the ratio $T_n/z_n^2$ is $\tan^2\theta_n$, with $\theta_n$ the angle between $m_n$ and $B$. Each step multiplies it by $q$.

For a unit moment, $T_n = |B|^2 - z_n^2 \le |B|^2$. If $T_0>0$, this gives

$$z_n^2 \le \frac{|B|^2 z_0^2}{T_0}\,q^{-n}.$$

Since $h\ne0$ and $B\neq0$, we have $q>1$, so the right side tends to zero and $z_n$ with it.

If instead $m_0\times B=0$, then $p=m_0$ has length one and the moment never moves. In that case $z_n^2 = z_0^2 = |B|^2>0$ for all $n$, and $z_n$ does not tend to zero.

The energy is $E=-m\cdot B$. The exact motion conserves it, because $\frac{d}{dt}(m\cdot B) = (m\times B)\cdot B = 0$. The numerical step multiplies it by $c$, and $c<1$ whenever the torque is nonzero. The drift is therefore no hidden damping: damping would lower the energy and turn the moment towards $B$, whereas here a negative energy rises to zero and a positive one falls to zero.

### Two steps with numbers

Take $B=(0,0,1)$, $m_0=(3/5,0,4/5)$ and a deliberately large step $h=1$, so that $q=2$. The torque is $(0,-3/5,0)$ and the update is $(3/5,-3/5,4/5)$, with squared length $34/25$. Dividing by the length gives

$$m_1 = \frac{(3,-3,4)}{\sqrt{34}},\qquad m_1\cdot B = \frac{4}{\sqrt{34}}\approx 0.686 .$$

The next update is $(0,-6,4)/\sqrt{34}$, which renormalizes to

$$m_2=\frac{(0,-3,2)}{\sqrt{13}},\qquad m_2\cdot B=\frac{2}{\sqrt{13}}\approx 0.555 .$$

The values of $\tan^2\theta_n$ are $9/16$, $9/8$ and $9/4$, doubling each time. With $h|B|=0.01$ the factor per step would be $1.0001$, which is why the drift looks like a slow creep.

### The definitions and theorems in Lean

```lean
import Mathlib

open Matrix Filter Topology

namespace RenormalizedEulerPrecession

noncomputable section

/-- The Zeeman energy `-m · B` of a moment `m` in the field `B`. -/
def energy (B m : Fin 3 → ℝ) : ℝ := -(m ⬝ᵥ B)

/-- The squared length of the torque `m × B`. -/
def torqueSq (B m : Fin 3 → ℝ) : ℝ := (m ⨯₃ B) ⬝ᵥ (m ⨯₃ B)

/-- The explicit Euler update `m + h m × B`, before renormalization. -/
def push (h : ℝ) (B m : Fin 3 → ℝ) : Fin 3 → ℝ := m + h • (m ⨯₃ B)

/-- The inverse Euclidean length of the Euler update, for a nonzero moment `m`. -/
def shrink (h : ℝ) (B m : Fin 3 → ℝ) : ℝ := (√(push h B m ⬝ᵥ push h B m))⁻¹

/-- One step of renormalized explicit Euler, for a nonzero moment `m`:
the Euler update divided by its length. -/
def step (h : ℝ) (B m : Fin 3 → ℝ) : Fin 3 → ℝ := shrink h B m • push h B m

/-- The moment after `n` steps of renormalized explicit Euler, started from `m₀`. -/
def traj (h : ℝ) (B m₀ : Fin 3 → ℝ) : ℕ → Fin 3 → ℝ
  | 0 => m₀
  | n + 1 => step h B (traj h B m₀ n)

/-- A nonzero vector has positive squared length. -/
lemma dot_self_pos {v : Fin 3 → ℝ} (hv : v ≠ 0) : 0 < v ⬝ᵥ v := by
  obtain ⟨i, hi⟩ := Function.ne_iff.1 hv
  exact Finset.sum_pos' (fun j _ => mul_self_nonneg (v j))
    ⟨i, Finset.mem_univ i, mul_self_pos.2 hi⟩

/-- The squared torque is `|m|² |B|² - (m · B)²`. -/
lemma torqueSq_eq (B m : Fin 3 → ℝ) :
    torqueSq B m = (m ⬝ᵥ m) * (B ⬝ᵥ B) - (m ⬝ᵥ B) ^ 2 := by
  simp only [torqueSq, cross_apply, dotProduct, Fin.sum_univ_three, Matrix.cons_val]
  ring

/-- The squared length of the bare Euler update is that of the moment plus `h² |m × B|²`. -/
theorem push_sq (h : ℝ) (B m : Fin 3 → ℝ) :
    push h B m ⬝ᵥ push h B m = m ⬝ᵥ m + h ^ 2 * torqueSq B m := by
  simp only [push, torqueSq, cross_apply, dotProduct, Fin.sum_univ_three, Pi.add_apply,
    Pi.smul_apply, smul_eq_mul, Matrix.cons_val]
  ring

/-- One step multiplies the field component `m · B` by the inverse length of the update. -/
lemma step_dot (h : ℝ) (B m : Fin 3 → ℝ) :
    step h B m ⬝ᵥ B = shrink h B m * (m ⬝ᵥ B) := by
  have key : push h B m ⬝ᵥ B = m ⬝ᵥ B := by
    simp only [push, cross_apply, dotProduct, Fin.sum_univ_three, Pi.add_apply,
      Pi.smul_apply, smul_eq_mul, Matrix.cons_val]
    ring
  rw [step, smul_dotProduct, smul_eq_mul, key]

/-- One step multiplies the squared torque by `1 + h² |B|²` and by the squared inverse length
of the update. -/
lemma step_torqueSq (h : ℝ) (B m : Fin 3 → ℝ) :
    torqueSq B (step h B m) =
      shrink h B m ^ 2 * ((1 + h ^ 2 * (B ⬝ᵥ B)) * torqueSq B m) := by
  rw [step]
  generalize shrink h B m = c
  simp only [push, torqueSq, cross_apply, dotProduct, Fin.sum_univ_three, Pi.add_apply,
    Pi.smul_apply, smul_eq_mul, Matrix.cons_val]
  ring

/-- Renormalized explicit Euler keeps a unit moment at unit length for all steps. -/
theorem traj_unit (h : ℝ) (B : Fin 3 → ℝ) {m₀ : Fin 3 → ℝ} (hm : m₀ ⬝ᵥ m₀ = 1) (n : ℕ) :
    traj h B m₀ n ⬝ᵥ traj h B m₀ n = 1 := by
  induction n with
  | zero => exact hm
  | succ n ih =>
    have hS : 0 ≤ torqueSq B (traj h B m₀ n) := by
      unfold torqueSq dotProduct
      exact Finset.sum_nonneg fun i _ => mul_self_nonneg _
    have hp : 0 < push h B (traj h B m₀ n) ⬝ᵥ push h B (traj h B m₀ n) := by
      rw [push_sq, ih]
      positivity
    rw [traj, step, smul_dotProduct, dotProduct_smul, smul_eq_mul, smul_eq_mul, shrink,
      ← mul_assoc, ← mul_inv, Real.mul_self_sqrt hp.le, inv_mul_cancel₀ hp.ne']

/-- Exact law of the drift, written without division: if `m · B` is nonzero at the start and after
`n` steps, the ratio of `|m × B|²` to `(m · B)²` after `n` steps is `(1 + h² |B|²)ⁿ` times its
initial value. -/
theorem polar_angle_law (h : ℝ) (B m₀ : Fin 3 → ℝ) (n : ℕ) :
    torqueSq B (traj h B m₀ n) * (m₀ ⬝ᵥ B) ^ 2 =
      (1 + h ^ 2 * (B ⬝ᵥ B)) ^ n * torqueSq B m₀ * (traj h B m₀ n ⬝ᵥ B) ^ 2 := by
  induction n with
  | zero =>
    simp only [traj, pow_zero]
    ring
  | succ n ih =>
    rw [traj, step_torqueSq, step_dot]
    linear_combination
      (shrink h B (traj h B m₀ n) ^ 2 * (1 + h ^ 2 * (B ⬝ᵥ B))) * ih

/-- For a nonzero time step, a unit moment that is not parallel or antiparallel to the field
is driven to the equator: `m_n · B` tends to zero. -/
theorem tendsto_equator {h : ℝ} (hh : h ≠ 0) {B m₀ : Fin 3 → ℝ} (hm : m₀ ⬝ᵥ m₀ = 1)
    (hpar : m₀ ⨯₃ B ≠ 0) :
    Tendsto (fun n => traj h B m₀ n ⬝ᵥ B) atTop (𝓝 0) := by
  have hB : 0 < B ⬝ᵥ B := dot_self_pos fun h0 => hpar (by rw [h0, map_zero])
  have hS : 0 < torqueSq B m₀ := dot_self_pos hpar
  have hq : 1 < 1 + h ^ 2 * (B ⬝ᵥ B) := by
    have : 0 < h ^ 2 * (B ⬝ᵥ B) := by positivity
    linarith
  have hq0 : 0 < 1 + h ^ 2 * (B ⬝ᵥ B) := by linarith
  -- the exact law and `|m × B| ≤ |B|` give a geometric bound
  have bound : ∀ n, (traj h B m₀ n ⬝ᵥ B) ^ 2 ≤
      (B ⬝ᵥ B) * (m₀ ⬝ᵥ B) ^ 2 / torqueSq B m₀ * ((1 + h ^ 2 * (B ⬝ᵥ B))⁻¹) ^ n := by
    intro n
    have hT : torqueSq B (traj h B m₀ n) ≤ B ⬝ᵥ B := by
      rw [torqueSq_eq, traj_unit h B hm n]
      nlinarith [sq_nonneg (traj h B m₀ n ⬝ᵥ B)]
    have hmul := mul_le_mul_of_nonneg_right hT (sq_nonneg (m₀ ⬝ᵥ B))
    rw [polar_angle_law] at hmul
    rw [inv_pow, ← div_eq_mul_inv, le_div_iff₀ (pow_pos hq0 n), le_div_iff₀ hS]
    linarith
  have hgeo := (tendsto_pow_atTop_nhds_zero_of_lt_one (inv_pos.2 hq0).le
    (inv_lt_one_of_one_lt₀ hq)).const_mul ((B ⬝ᵥ B) * (m₀ ⬝ᵥ B) ^ 2 / torqueSq B m₀)
  rw [mul_zero] at hgeo
  have hroot := (squeeze_zero (fun n => sq_nonneg _) bound hgeo).sqrt
  simp only [Real.sqrt_sq_eq_abs, Real.sqrt_zero] at hroot
  exact (tendsto_zero_iff_abs_tendsto_zero _).2 hroot

/-- In a nonzero field and with a nonzero time step, a unit moment drifts to the equator
if and only if it does not start parallel or antiparallel to the field. -/
theorem tendsto_equator_iff {h : ℝ} (hh : h ≠ 0) {B m₀ : Fin 3 → ℝ} (hB : B ≠ 0)
    (hm : m₀ ⬝ᵥ m₀ = 1) :
    Tendsto (fun n => traj h B m₀ n ⬝ᵥ B) atTop (𝓝 0) ↔ m₀ ⨯₃ B ≠ 0 := by
  refine ⟨fun hlim hc => ?_, tendsto_equator hh hm⟩
  -- without torque the moment is a fixed point of the scheme
  have hp : push h B m₀ = m₀ := by rw [push, hc, smul_zero, add_zero]
  have hfix : ∀ n, traj h B m₀ n = m₀ := by
    intro n
    induction n with
    | zero => rfl
    | succ n ih => rw [traj, ih, step, shrink, hp, hm, Real.sqrt_one, inv_one, one_smul]
  simp only [hfix] at hlim
  have hz : m₀ ⬝ᵥ B = 0 := tendsto_nhds_unique tendsto_const_nhds hlim
  have hL := torqueSq_eq B m₀
  rw [torqueSq, hc, zero_dotProduct, hm, hz] at hL
  linarith [dot_self_pos hB]

/-- With a nonzero time step, each step strictly reduces the absolute value of the energy of a
unit moment that is neither parallel or antiparallel nor perpendicular to the field. -/
theorem energy_drift {h : ℝ} (hh : h ≠ 0) {B m : Fin 3 → ℝ} (hm : m ⬝ᵥ m = 1)
    (hpar : m ⨯₃ B ≠ 0) (hperp : m ⬝ᵥ B ≠ 0) :
    |energy B (step h B m)| < |energy B m| := by
  have hS : 0 < torqueSq B m := dot_self_pos hpar
  have hroot : 1 < √(push h B m ⬝ᵥ push h B m) := by
    apply Real.lt_sqrt_of_sq_lt
    rw [push_sq, hm]
    have : 0 < h ^ 2 * torqueSq B m := by positivity
    linarith
  have hlt : shrink h B m < 1 := inv_lt_one_of_one_lt₀ hroot
  have hnn : 0 ≤ shrink h B m := inv_nonneg.2 (Real.sqrt_nonneg _)
  simp only [energy, abs_neg]
  rw [step_dot, abs_mul, abs_of_nonneg hnn]
  exact mul_lt_of_lt_one_left (abs_pos.2 hperp) hlt

/-- Exact undamped precession `dm/dt = m × B` conserves the energy. -/
theorem exact_energy_conserved {B : Fin 3 → ℝ} {m : ℝ → Fin 3 → ℝ}
    (hm : ∀ t, HasDerivAt m (m t ⨯₃ B) t) (t : ℝ) :
    energy B (m t) = energy B (m 0) := by
  have hfun : (fun s => energy B (m s)) =
      fun s => -(m s 0 * B 0 + m s 1 * B 1 + m s 2 * B 2) := by
    funext s
    simp only [energy, dotProduct, Fin.sum_univ_three]
  -- the torque is perpendicular to the field
  have hE : ∀ s, HasDerivAt (fun s => energy B (m s)) 0 s := by
    intro s
    have hc := hasDerivAt_pi.1 (hm s)
    rw [hfun]
    refine HasDerivAt.congr_deriv ((((hc 0).mul_const (B 0)).fun_add
      ((hc 1).mul_const (B 1))).fun_add ((hc 2).mul_const (B 2))).fun_neg ?_
    simp only [cross_apply, Matrix.cons_val]
    ring
  exact is_const_of_deriv_eq_zero (f := fun s => energy B (m s))
    (fun s => (hE s).differentiableAt) (fun s => (hE s).deriv) t 0

end

end RenormalizedEulerPrecession
```

```lean
#print axioms RenormalizedEulerPrecession.tendsto_equator_iff
-- 'RenormalizedEulerPrecession.tendsto_equator_iff' depends on axioms: [propext, Classical.choice, Quot.sound]
#print axioms RenormalizedEulerPrecession.energy_drift
-- 'RenormalizedEulerPrecession.energy_drift' depends on axioms: [propext, Classical.choice, Quot.sound]
#print axioms RenormalizedEulerPrecession.exact_energy_conserved
-- 'RenormalizedEulerPrecession.exact_energy_conserved' depends on axioms: [propext, Classical.choice, Quot.sound]
```

### A limit for every nonzero step

The symbols `⬝ᵥ` and `⨯₃` are the dot and cross products. `push` is $p$, `shrink` is $c$, `step` is one renormalized step, and `traj h B m₀ n` is $m_n$. `torqueSq` is $|m\times B|^2$ and `energy` is $-m\cdot B$. The gyromagnetic ratio is absorbed into the units. The theorems about the scheme allow negative `h`, so they also apply to the opposite sense of precession.

The main statement is `tendsto_equator_iff`. It assumes `h ≠ 0`, `B ≠ 0` and `m₀ ⬝ᵥ m₀ = 1`, and says that the sequence $m_n\cdot B$ has limit zero if and only if `m₀ ⨯₃ B ≠ 0`. The `Tendsto … atTop (𝓝 0)` in it is the ordinary limit as $n\to\infty$. It concerns the component along the field and does not say that the vectors $m_n$ converge. The field must be nonzero for the equivalence: at $B=0$ the component is always zero although the torque vanishes.

Four further theorems describe the mechanism:

- `traj_unit` says that the moment has unit length after every step.
- `polar_angle_law` is the relation between $T_n$ and $z_n$ above, in its form without division.
- `energy_drift` says that one step with `h ≠ 0` strictly reduces $|E|$ for a unit moment that is neither along the field line nor perpendicular to it.
- `exact_energy_conserved` takes any function `m` that satisfies $dm/dt=m\times B$ at all real times and concludes that its energy at time $t$ equals that at time $0$. The existence of such a solution is assumed.

The model is a single moment in a constant field, with real numbers in place of floating-point ones. It has no exchange coupling, damping or thermal noise. For spin-dynamics codes, the lesson from this one-moment model is that a check on the moment length after renormalization cannot reveal this error, while a check on the energy can.

### From component identities to the limit

The vector algebra is done in components. `torqueSq_eq` is the identity $|m\times B|^2=|m|^2|B|^2-(m\cdot B)^2$, and `push_sq` gives the length of the update. `step_dot` and `step_torqueSq` are the two one-step rules. In each case `simp only` expands the products into coordinates and `ring` confirms the polynomial identity. In `step_torqueSq` the inverse length is first replaced by an arbitrary number `c`, since the rule holds for any common factor and the square root plays no role.

`traj_unit` goes by induction. The squared length of the update is one plus a nonnegative term, hence positive, and dividing by its root gives length one. `polar_angle_law` is the induction written out above: after the two one-step rules are inserted, `linear_combination` multiplies the induction hypothesis by $c_n^2 q$.

In `tendsto_equator`, the hypothesis on the torque already forces $B\ne0$, and `dot_self_pos` turns it into $T_0>0$. The step named `bound` is the geometric estimate for $z_n^2$, obtained from $T_n\le|B|^2$ and the polar-angle law. `squeeze_zero` then gives $z_n^2\to0$, and taking square roots gives $|z_n|\to0$, hence $z_n\to0$.

For the converse, `tendsto_equator_iff` shows in `hfix` that a moment without torque stays at $m_0$. A constant sequence with limit zero must be zero, so $m_0\cdot B=0$. Together with zero torque and unit length, `torqueSq_eq` then yields $|B|^2=0$, which contradicts `hB`.

`energy_drift` shows that the length of the update exceeds one, so its inverse is below one, and multiplies the nonzero $|m\cdot B|$ by it. `exact_energy_conserved` differentiates $-m\cdot B$ component by component, finds zero by `ring`, and concludes with the theorem that a function with zero derivative everywhere is constant.
